# A positive WHAM solution is unique up to scale exactly when shared windows connect the bins

## Question

Take an umbrella-sampling run with finitely many bins $b$ along the reaction coordinate and finitely many windows $k$. Let $H_b$ be the total count in bin $b$ over all windows, $N_k>0$ the number of samples from window $k$, and $c_{kb}\ge 0$ the bias factor of window $k$ in bin $b$, that is, $e^{-\beta w_k(b)}$ for a bias energy $w_k$, or zero behind a hard wall. Each window has some $c_{kb}>0$. The WHAM equations for the unbiased weights $p_b>0$ are

$$p_b\sum_k \frac{N_k c_{kb}}{Z_k(p)}=H_b,\qquad Z_k(p)=\sum_a c_{ka}p_a .$$

Join two distinct bins by an edge if some window has a positive bias factor in both. I believe that, given one positive solution $p$, all positive solutions are proportional to it exactly when this graph is connected. "The windows must overlap" is familiar advice, but I would like to see this version of it derived rigorously and checked by machine. How does that go?

## Answer

### Two solutions agree inside every window

Let $p$ and $q$ be positive solutions for the same $H$, $N$ and $c$. Fix a window $k$ and write $P=Z_k(p)$ and $Q=Z_k(q)$. Expanding a square gives, for each bin,

$$\frac{c_{kb}(q_bP-p_bQ)^2}{q_bPQ^2}
=\frac{c_{kb}p_b^2}{q_bP}-\frac{2c_{kb}p_b}{Q}+\frac{c_{kb}q_bP}{Q^2}.$$

The right-hand side can be regrouped as

$$\frac{p_b}{q_b}\left(\frac{c_{kb}p_b}{P}-\frac{c_{kb}q_b}{Q}\right)
+\left(\frac{P}{Q^2}c_{kb}q_b-\frac1Q c_{kb}p_b\right).$$

Summed over $b$, the last bracket gives $PQ/Q^2-P/Q=0$. Now multiply by $N_k$, sum over the windows as well, and exchange the two sums:

$$\sum_k N_k\sum_b\frac{c_{kb}\,(q_bZ_k(p)-p_bZ_k(q))^2}{q_bZ_k(p)Z_k(q)^2}
=\sum_b\frac{p_b}{q_b}\,(H_b-H_b)=0 .$$

Every term on the left is nonnegative, so every term vanishes. Hence

$$q_bZ_k(p)=p_bZ_k(q)\qquad\text{whenever } c_{kb}>0 .$$

Equivalently, $c_{kb}p_b/Z_k(p)=c_{kb}q_b/Z_k(q)$: both solutions predict the same normalised biased distribution in each window.

### From windows to the whole graph

The relation says that $q_b/p_b=Z_k(q)/Z_k(p)$ for every bin that window $k$ reaches. The ratio $s_b=q_b/p_b$ is therefore the same at both ends of each edge, and so it is constant on each connected component.

Conversely, let $s_b>0$ be constant on components and put $q_b=s_bp_b$. All bins reached by one window lie in one component, so $Z_k(q)=s_bZ_k(p)$ whenever $c_{kb}>0$. Then

$$q_b\sum_k\frac{N_kc_{kb}}{Z_k(q)}
=s_bp_b\sum_k\frac{N_kc_{kb}}{s_bZ_k(p)}=H_b ,$$

where terms with $c_{kb}=0$ contribute nothing on either side. The positive solutions are thus exactly the profiles $s_bp_b$ with such a factor $s$.

If the graph is connected, $s$ is a single number and $q$ is a multiple of $p$. If it is disconnected, doubling $p$ on one component and leaving the rest alone gives a solution that is not a multiple of $p$.

For umbrella sampling on a finite set of bins, this means that the WHAM equations fix the profile $-k_BT\ln p_b$ up to one additive constant per component, and leave free-energy differences between components undetermined.

### What the Lean theorems say

The bins `B` and windows `K` are finite types, and `H`, `N` and `c` are real-valued functions on them. `windowNorm c k p` is $Z_k(p)$. The structure `IsWHAMSolution H N c p` collects three conditions: $p_b>0$ for every bin, $Z_k(p)>0$ for every window, and the balance equation. The second condition keeps division by zero out of the equations. For a positive profile and nonnegative bias factors, `windowNorm_pos_iff` shows that it is the same as your requirement that each window have some $c_{kb}>0$.

`overlapGraph c` is the graph on the bins described in the question. The main theorem, `proportional_iff_connected`, takes a nonempty set of bins, $N_k>0$, $c_{kb}\ge0$ and one solution $p$. It states that every solution $q$ has the form $q_b=t\,p_b$ with a single $t>0$ if and only if the graph is connected. `solution_iff` is the sharper description by factors constant on components, and it also shows that every positive multiple of $p$ is a solution. `eq_of_connected_of_sum_eq` fixes the scale: on a connected graph, two solutions with equal total weight are equal.

Two limits matter in use:

- **Existence is assumed.** The solution $p$ is a hypothesis. The theorems do not say for which counts $H$ a positive solution exists, nor whether an iteration finds it.
- **Overlap refers to bias factors, not to samples.** A harmonic bias has $c_{kb}>0$ in every bin, so a single such window already makes the graph connected, however poorly its tails are sampled. Connectivity therefore gives uniqueness for the equations as written, and says nothing about statistical error.

The counts need not be integers. Positivity of $H_b$ is not a separate hypothesis, but the balance equation for a positive solution forces $H_b>0$ in every bin with some $c_{kb}>0$, and $H_b=0$ in any other bin. If a bin that some window reaches has no counts, there is therefore no positive solution, and the theorems do not apply until such bins are removed.

```lean
import Mathlib

open Finset

namespace WHAMUniqueness

noncomputable section

variable {B K : Type*} [Fintype B] [Fintype K]

/-- The normalisation `Z_k(p) = ∑_b c_kb p_b` of the biased distribution in window `k`. -/
def windowNorm (c : K → B → ℝ) (k : K) (p : B → ℝ) : ℝ := ∑ b, c k b * p b

/-- A positive profile `p` with positive window normalisations that solves the WHAM equations
for counts `H`, sample numbers `N` and bias factors `c`. -/
structure IsWHAMSolution (H : B → ℝ) (N : K → ℝ) (c : K → B → ℝ) (p : B → ℝ) : Prop where
  pos : ∀ b, 0 < p b
  norm_pos : ∀ k, 0 < windowNorm c k p
  balance : ∀ b, p b * ∑ k, N k * c k b / windowNorm c k p = H b

/-- The overlap graph: two distinct bins are linked when some window reaches both. -/
def overlapGraph (c : K → B → ℝ) : SimpleGraph B :=
  SimpleGraph.fromRel fun a b => ∃ k, 0 < c k a ∧ 0 < c k b

omit [Fintype K] in
/-- For a positive profile, a window has positive normalisation exactly when it reaches
at least one bin. -/
theorem windowNorm_pos_iff {c : K → B → ℝ} (hc : ∀ k b, 0 ≤ c k b) {p : B → ℝ}
    (hp : ∀ b, 0 < p b) (k : K) : 0 < windowNorm c k p ↔ ∃ b, 0 < c k b := by
  constructor
  · intro h
    by_contra hne
    have h0 : windowNorm c k p = 0 := Finset.sum_eq_zero fun b _ => by
      have hb : c k b = 0 := le_antisymm (not_lt.1 fun hb => hne ⟨b, hb⟩) (hc k b)
      rw [hb, zero_mul]
    exact h.ne' h0
  · rintro ⟨b, hb⟩
    exact Finset.sum_pos' (fun a _ => mul_nonneg (hc k a) (hp a).le)
      ⟨b, Finset.mem_univ b, mul_pos hb (hp b)⟩

omit [Fintype B] [Fintype K] in
/-- Two bins reached by the same window are connected in the overlap graph. -/
theorem reachable_of_shared {c : K → B → ℝ} {a b : B} (k : K) (ha : 0 < c k a)
    (hb : 0 < c k b) : (overlapGraph c).Reachable a b := by
  by_cases hab : a = b
  · rw [hab]
  · have h : (overlapGraph c).Adj a b := by
      unfold overlapGraph
      rw [SimpleGraph.fromRel_adj]
      exact ⟨hab, Or.inl ⟨k, ha, hb⟩⟩
    exact h.reachable

/-- In one window with weights `w`, the mismatch of two profiles `p` and `q`, weighted by
`p/q`, is a weighted sum of squares. -/
theorem window_identity (w p q : B → ℝ) {P Q : ℝ} (hq : ∀ b, 0 < q b) (hP : 0 < P)
    (hQ : 0 < Q) (hwp : ∑ b, w b * p b = P) (hwq : ∑ b, w b * q b = Q) :
    ∑ b, w b * (q b * P - p b * Q) ^ 2 / (q b * P * Q ^ 2)
      = ∑ b, p b / q b * (w b * p b / P - w b * q b / Q) := by
  have h : ∀ b, w b * (q b * P - p b * Q) ^ 2 / (q b * P * Q ^ 2)
      = p b / q b * (w b * p b / P - w b * q b / Q)
        + (P / Q ^ 2 * (w b * q b) - 1 / Q * (w b * p b)) := by
    intro b
    have hb := (hq b).ne'
    field_simp
    ring
  have h0 : P / Q ^ 2 * Q - 1 / Q * P = 0 := by
    field_simp
    ring
  rw [Finset.sum_congr rfl (fun b _ => h b), Finset.sum_add_distrib, Finset.sum_sub_distrib,
    ← Finset.mul_sum, ← Finset.mul_sum, hwp, hwq, h0, add_zero]

/-- Any two positive WHAM solutions give the same normalised biased distribution in every
window, written without division. -/
theorem same_biased_distribution {H : B → ℝ} {N : K → ℝ} {c : K → B → ℝ} {p q : B → ℝ}
    (hN : ∀ k, 0 < N k) (hc : ∀ k b, 0 ≤ c k b) (hp : IsWHAMSolution H N c p)
    (hq : IsWHAMSolution H N c q) (k : K) (b : B) (hkb : 0 < c k b) :
    q b * windowNorm c k p = p b * windowNorm c k q := by
  let T : K → B → ℝ := fun k b =>
    c k b * (q b * windowNorm c k p - p b * windowNorm c k q) ^ 2
      / (q b * windowNorm c k p * windowNorm c k q ^ 2)
  have hD : ∀ k b, 0 < q b * windowNorm c k p * windowNorm c k q ^ 2 := fun k b =>
    mul_pos (mul_pos (hq.pos b) (hp.norm_pos k)) (pow_pos (hq.norm_pos k) 2)
  have hT : ∀ k b, 0 ≤ T k b := fun k b =>
    div_nonneg (mul_nonneg (hc k b) (sq_nonneg _)) (hD k b).le
  -- the balance equations make the total sum of squares vanish
  have htot : ∑ k, N k * ∑ b, T k b = 0 := by
    calc ∑ k, N k * ∑ b, T k b
        = ∑ k, ∑ b, p b / q b * (p b * (N k * c k b / windowNorm c k p)
            - q b * (N k * c k b / windowNorm c k q)) := by
          refine Finset.sum_congr rfl fun k _ => ?_
          have hk : ∑ b, T k b = _ := window_identity (c k) p q hq.pos (hp.norm_pos k)
            (hq.norm_pos k) rfl rfl
          rw [hk, Finset.mul_sum]
          refine Finset.sum_congr rfl fun b _ => ?_
          ring
      _ = ∑ b, p b / q b * (p b * ∑ k, N k * c k b / windowNorm c k p
            - q b * ∑ k, N k * c k b / windowNorm c k q) := by
          rw [Finset.sum_comm]
          refine Finset.sum_congr rfl fun b _ => ?_
          rw [← Finset.mul_sum, Finset.sum_sub_distrib, ← Finset.mul_sum, ← Finset.mul_sum]
      _ = 0 := Finset.sum_eq_zero fun b _ => by
          rw [hp.balance b, hq.balance b, sub_self, mul_zero]
  -- hence every single square vanishes
  have h1 := (Finset.sum_eq_zero_iff_of_nonneg (fun k _ => mul_nonneg (hN k).le
    (Finset.sum_nonneg fun b _ => hT k b))).1 htot k (Finset.mem_univ k)
  have h2 := (mul_eq_zero.1 h1).resolve_left (hN k).ne'
  have h3 : T k b = 0 :=
    (Finset.sum_eq_zero_iff_of_nonneg (fun b _ => hT k b)).1 h2 b (Finset.mem_univ b)
  have h4 := (div_eq_zero_iff.1 h3).resolve_right (hD k b).ne'
  have h5 := (mul_eq_zero.1 h4).resolve_left hkb.ne'
  exact sub_eq_zero.1 (pow_eq_zero_iff (two_ne_zero)|>.1 h5)

/-- Given one positive WHAM solution `p`, the positive solutions are exactly the profiles
`s p` with a positive factor `s` that is constant on connected parts of the overlap graph. -/
theorem solution_iff {H : B → ℝ} {N : K → ℝ} {c : K → B → ℝ} {p : B → ℝ}
    (hN : ∀ k, 0 < N k) (hc : ∀ k b, 0 ≤ c k b) (hp : IsWHAMSolution H N c p) (q : B → ℝ) :
    IsWHAMSolution H N c q ↔ ∃ s : B → ℝ, (∀ b, 0 < s b) ∧
      (∀ a b, (overlapGraph c).Reachable a b → s a = s b) ∧ ∀ b, q b = s b * p b := by
  constructor
  · intro hq
    have hshare : ∀ k a b, 0 < c k a → 0 < c k b → q a / p a = q b / p b := by
      intro k a b ha hb
      have key : ∀ x, 0 < c k x → q x / p x = windowNorm c k q / windowNorm c k p := by
        intro x hx
        rw [div_eq_div_iff (hp.pos x).ne' (hp.norm_pos k).ne',
          same_biased_distribution hN hc hp hq k x hx, mul_comm]
      rw [key a ha, key b hb]
    refine ⟨fun b => q b / p b, fun b => div_pos (hq.pos b) (hp.pos b), ?_,
      fun b => (div_mul_cancel₀ (q b) (hp.pos b).ne').symm⟩
    -- carry the ratio along a path of overlapping windows
    rintro a b ⟨w⟩
    induction w with
    | nil => rfl
    | cons h _ ih =>
      refine Eq.trans ?_ ih
      unfold overlapGraph at h
      rw [SimpleGraph.fromRel_adj] at h
      rcases h with ⟨-, ⟨k, h1, h2⟩ | ⟨k, h1, h2⟩⟩
      · exact hshare k _ _ h1 h2
      · exact hshare k _ _ h2 h1
  · rintro ⟨s, hs, hconst, hqs⟩
    have hqpos : ∀ b, 0 < q b := fun b => by
      rw [hqs b]
      exact mul_pos (hs b) (hp.pos b)
    -- each window sees a single value of the factor
    have hZ : ∀ k b, 0 < c k b → windowNorm c k q = s b * windowNorm c k p := by
      intro k b hb
      unfold windowNorm
      rw [Finset.mul_sum]
      refine Finset.sum_congr rfl fun a _ => ?_
      rcases (hc k a).eq_or_lt with h0 | h0
      · rw [← h0]
        ring
      · rw [hqs a, hconst a b (reachable_of_shared k h0 hb)]
        ring
    refine ⟨hqpos, fun k => (windowNorm_pos_iff hc hqpos k).2
      ((windowNorm_pos_iff hc hp.pos k).1 (hp.norm_pos k)), fun b => ?_⟩
    rw [← hp.balance b, Finset.mul_sum, Finset.mul_sum]
    refine Finset.sum_congr rfl fun k _ => ?_
    rcases (hc k b).eq_or_lt with h0 | h0
    · rw [← h0]
      ring
    · rw [hZ k b h0, hqs b]
      have h1 := (hs b).ne'
      have h2 := (hp.norm_pos k).ne'
      field_simp

/-- All positive WHAM solutions are proportional to a given one exactly when the overlap graph
of the bins is connected. -/
theorem proportional_iff_connected [Nonempty B] {H : B → ℝ} {N : K → ℝ} {c : K → B → ℝ}
    {p : B → ℝ} (hN : ∀ k, 0 < N k) (hc : ∀ k b, 0 ≤ c k b) (hp : IsWHAMSolution H N c p) :
    (∀ q, IsWHAMSolution H N c q → ∃ t : ℝ, 0 < t ∧ ∀ b, q b = t * p b)
      ↔ (overlapGraph c).Connected := by
  classical
  constructor
  · intro h
    refine (SimpleGraph.connected_iff _).2 ⟨fun u v => ?_, inferInstance⟩
    by_contra huv
    -- double the profile on the connected part containing `u`
    let s : B → ℝ := fun b => if (overlapGraph c).Reachable u b then 2 else 1
    have hsol : IsWHAMSolution H N c (fun b => s b * p b) := by
      refine (solution_iff hN hc hp _).2 ⟨s, fun b => ?_, fun a b hab => ?_, fun _ => rfl⟩
      · dsimp only [s]
        split_ifs <;> norm_num
      · have hiff : (overlapGraph c).Reachable u a ↔ (overlapGraph c).Reachable u b :=
          ⟨fun h => h.trans hab, fun h => h.trans hab.symm⟩
        by_cases hb : (overlapGraph c).Reachable u b
        · exact (if_pos (hiff.2 hb)).trans (if_pos hb).symm
        · exact (if_neg (fun h => hb (hiff.1 h))).trans (if_neg hb).symm
    obtain ⟨t, -, ht⟩ := h _ hsol
    have hu : s u = 2 := if_pos (SimpleGraph.Reachable.refl u)
    have hv : s v = 1 := if_neg huv
    have h1 : s u = t := mul_right_cancel₀ (hp.pos u).ne' (ht u)
    have h2 : s v = t := mul_right_cancel₀ (hp.pos v).ne' (ht v)
    linarith
  · intro hconn q hq
    obtain ⟨s, hs, hconst, hqs⟩ := (solution_iff hN hc hp q).1 hq
    obtain ⟨b₀⟩ := ‹Nonempty B›
    exact ⟨s b₀, hs b₀, fun b => by rw [hqs b, hconst b b₀ (hconn.preconnected b b₀)]⟩

/-- With a connected overlap graph, two positive WHAM solutions of equal total weight
coincide. -/
theorem eq_of_connected_of_sum_eq {H : B → ℝ} {N : K → ℝ} {c : K → B → ℝ} {p q : B → ℝ}
    (hN : ∀ k, 0 < N k) (hc : ∀ k b, 0 ≤ c k b) (hconn : (overlapGraph c).Connected)
    (hp : IsWHAMSolution H N c p) (hq : IsWHAMSolution H N c q)
    (hsum : ∑ b, q b = ∑ b, p b) : q = p := by
  have : Nonempty B := hconn.nonempty
  obtain ⟨t, -, ht⟩ := (proportional_iff_connected hN hc hp).2 hconn q hq
  have hpos : 0 < ∑ b, p b := Finset.sum_pos (fun b _ => hp.pos b) Finset.univ_nonempty
  rw [Finset.sum_congr rfl (fun b _ => ht b), ← Finset.mul_sum] at hsum
  have h1 : t = 1 := mul_right_cancel₀ hpos.ne' (hsum.trans (one_mul _).symm)
  funext b
  rw [ht b, h1, one_mul]

/-- Three bins and two windows that overlap in the middle bin: the profile `(1, 2, 1)` solves
the WHAM equations for counts `(1, 4, 1)`, and the overlap graph is connected. -/
theorem overlapping_windows_witness :
    IsWHAMSolution ![1, 4, 1] ![3, 3] ![![1, 1, 0], ![0, 1, 1]] ![1, 2, 1] ∧
      (overlapGraph (![![1, 1, 0], ![0, 1, 1]] : Fin 2 → Fin 3 → ℝ)).Connected := by
  refine ⟨⟨fun b => ?_, fun k => ?_, fun b => ?_⟩, ?_⟩
  · fin_cases b <;> norm_num
  · fin_cases k <;> norm_num [windowNorm, Fin.sum_univ_three]
    · change (0 : ℝ) < 3 + 0 * 1
      norm_num
    · change (0 : ℝ) < 2 + 1 * 1
      norm_num
  · fin_cases b <;> norm_num [windowNorm, Fin.sum_univ_three, Fin.sum_univ_two]
    · change (3 : ℝ) / (3 + 0 * 1) = 1
      norm_num
    · change (2 : ℝ) * (3 / (3 + 0 * 1) + 3 / (2 + 1 * 1)) = 4
      norm_num
    · change (3 : ℝ) / (2 + 1 * 1) = 1
      norm_num
  · have h : ∀ b, (overlapGraph
        (![![1, 1, 0], ![0, 1, 1]] : Fin 2 → Fin 3 → ℝ)).Reachable 1 b := by
      intro b
      fin_cases b
      · exact reachable_of_shared 0 (by norm_num) (by norm_num)
      · exact SimpleGraph.Reachable.refl _
      · exact reachable_of_shared 1 (by norm_num) (by norm_num)
    exact (SimpleGraph.connected_iff _).2 ⟨fun u v => (h u).symm.trans (h v), inferInstance⟩

end

end WHAMUniqueness
```

```lean
#print axioms WHAMUniqueness.proportional_iff_connected
#print axioms WHAMUniqueness.eq_of_connected_of_sum_eq
```

```
'WHAMUniqueness.proportional_iff_connected' depends on axioms: [propext, Classical.choice, Quot.sound]
'WHAMUniqueness.eq_of_connected_of_sum_eq' depends on axioms: [propext, Classical.choice, Quot.sound]
```

### How the proof follows the derivation

`window_identity` is the expansion of the square in one window. Its `h` is the regrouped identity for a single bin, proved by clearing denominators with `field_simp` and normalising with `ring`; `h0` is the cancellation of the leftover bracket after summation.

`same_biased_distribution` carries out the sum over windows. The name `T k b` stands for the term with the square, and `htot` shows that the weighted total is zero. Its `calc` block inserts the identity, exchanges the sums by `Finset.sum_comm`, and uses both balance equations to get $H_b-H_b$. The steps `h1` to `h5` then descend from the total to one window, one bin and finally the square itself, using $N_k>0$ and $c_{kb}>0$ to discard the prefactors.

In `solution_iff`, the forward direction takes $s_b=q_b/p_b$. The auxiliary `hshare` says that this ratio agrees on two bins reached by the same window, and an induction along a walk in the graph carries the equality from one end to the other. In the reverse direction, `hZ` is the relation $Z_k(q)=s_bZ_k(p)$. It relies on `reachable_of_shared`, which says that two bins reached by one window lie in the same component. The balance equation is then checked window by window, with the cases $c_{kb}=0$ and $c_{kb}>0$ treated separately.

For `proportional_iff_connected`, suppose that all solutions are proportional but some bin `v` cannot be reached from `u`. The factor `s` is 2 on the component of `u` and 1 elsewhere, so `solution_iff` makes $s_bp_b$ a solution. Proportionality would force $2=t=1$, a contradiction. In the other direction, connectivity makes $s_b$ equal to its value at any chosen bin `b₀`. The equal-weight corollary then sums $q_b=t\,p_b$ over the bins and cancels the positive total to obtain $t=1$.

The last theorem, `overlapping_windows_witness`, gives a concrete case with three bins and two windows that share the middle bin. With $N=(3,3)$ and $H=(1,4,1)$, the profile $(1,2,1)$, or $(1/4,1/2,1/4)$ when normalised, is a solution. Both windows have $Z_k=3$ for the unnormalised profile, so the middle bin gives $2\,(3/3+3/3)=4$ and each outer bin gives $1\cdot 3/3=1$. The graph is connected because each outer bin shares a window with the middle one.
